# The positive norm deficit of a two-coefficient pseudo function matched to a nodeless, decaying exponential orbital

A 3d orbital has no radial node, yet it is expensive in a plane-wave basis because its charge is packed close to the nucleus. A pseudopotential replaces it inside a radius $R$ by a smoother function. Norm conservation requires this function to hold the same charge inside $R$ as the original. An ultrasoft pseudopotential drops that requirement and restores the missing charge by an augmentation term. How much charge is then missing?

The question is answered here for a one-exponential orbital and one simple smooth form with two coefficients, joined to the orbital at $R$ in value and slope. The missing charge is then always positive, and in an example with a compact 3d orbital, matched far out in its tail, it is more than 99% of the orbital's norm.

```lean
import Mathlib

open MeasureTheory

namespace UltrasoftNormDeficit

noncomputable section

variable {l : ℕ} {z R a b : ℝ}
```

## The orbital and its smooth replacement

Let $l$ be the angular momentum, any natural number including zero, and let $z$ be the decay rate, an inverse length. The all-electron radial function is

$$u(r)=r^{l+1}e^{-zr}.$$

This is the radius times the radial part of the wavefunction, so its norm is $\int u^2\,dr$ with no further factor $r^2$. It is left unnormalised. In Lean it is a real function of a real variable, and `l` has type `ℕ`.

```lean
/-- The nodeless all-electron radial function `r^(l+1) exp(-z r)`. -/
def allElectron (l : ℕ) (z r : ℝ) : ℝ := r ^ (l + 1) * Real.exp (-z * r)
```

The replacement keeps the factor $r^{l+1}$ and has two real coefficients $a$ and $b$:

$$\varphi(r)=r^{l+1}(a+br^2).$$

```lean
/-- The smooth pseudo radial function `r^(l+1) (a + b r²)`. -/
def pseudo (l : ℕ) (a b r : ℝ) : ℝ := r ^ (l + 1) * (a + b * r ^ 2)
```

The two functions must join at $R$ without a step or a kink: $\varphi(R)=u(R)$ and $\varphi'(R)=u'(R)$. The predicate `Matched` states exactly these two equations. It does not ask for equal second derivatives, and it does not mention the norm.

```lean
/-- The pseudo function agrees with the all-electron function in value and slope at `R`. -/
def Matched (l : ℕ) (z R a b : ℝ) : Prop :=
  pseudo l a b R = allElectron l z R ∧
    deriv (pseudo l a b) R = deriv (allElectron l z) R
```

The norm deficit is the charge that $\varphi$ fails to carry inside $R$,

$$D=\int_0^R\left(u^2-\varphi^2\right)dr.$$

```lean
/-- The norm deficit: the integral of `u² - φ²` from `0` to `R`, for the all-electron
function `u` and the pseudo function `φ`. -/
def normDeficit (l : ℕ) (z R a b : ℝ) : ℝ :=
  ∫ r in (0 : ℝ)..R, (allElectron l z r ^ 2 - pseudo l a b r ^ 2)
```

It is compared with the full norm $N=\int_0^\infty u^2\,dr$. Dividing $D$ by $N$ gives the deficit of the normalised orbital, since scaling $u$ by a constant scales the matched $\varphi$ by the same constant.

```lean
/-- The full norm: the integral of the squared all-electron function over all positive radii. -/
def fullNorm (l : ℕ) (z : ℝ) : ℝ := ∫ r in Set.Ioi (0 : ℝ), allElectron l z r ^ 2
```

## Matching fixes both coefficients

By the product rule,

$$u'(r)=(l+1)r^l e^{-zr}-z\,r^{l+1}e^{-zr}.$$

The proof differentiates the power and the exponential separately, as `h1` and `h2`, and multiplies them.

```lean
/-- The slope of the all-electron function at any radius. -/
theorem hasDerivAt_allElectron (l : ℕ) (z r : ℝ) :
    HasDerivAt (allElectron l z)
      (((l : ℝ) + 1) * r ^ l * Real.exp (-z * r)
        + r ^ (l + 1) * (-z * Real.exp (-z * r))) r := by
  have h1 : HasDerivAt (fun x : ℝ => x ^ (l + 1)) (((l : ℝ) + 1) * r ^ l) r := by
    simpa using hasDerivAt_pow (l + 1) r
  have h2 : HasDerivAt (fun x : ℝ => Real.exp (-z * x)) (-z * Real.exp (-z * r)) r :=
    ((hasDerivAt_id' r).const_mul (-z)).exp.congr_deriv (by ring)
  exact h1.mul h2
```

In the same way,

$$\varphi'(r)=(l+1)r^l(a+br^2)+r^{l+1}\,2br.$$

```lean
/-- The slope of the pseudo function at any radius. -/
theorem hasDerivAt_pseudo (l : ℕ) (a b r : ℝ) :
    HasDerivAt (pseudo l a b)
      (((l : ℝ) + 1) * r ^ l * (a + b * r ^ 2) + r ^ (l + 1) * (2 * b * r)) r := by
  have h1 : HasDerivAt (fun x : ℝ => x ^ (l + 1)) (((l : ℝ) + 1) * r ^ l) r := by
    simpa using hasDerivAt_pow (l + 1) r
  have h2 : HasDerivAt (fun x : ℝ => a + b * x ^ 2) (2 * b * r) r :=
    (((hasDerivAt_pow 2 r).const_mul b).const_add a).congr_deriv (by push_cast; ring)
  exact h1.mul h2
```

Now set $r=R$ with $R>0$. Equality of values, divided by $R^{l+1}$, gives $a+bR^2=e^{-zR}$. The first terms of the two slopes then agree, and the remaining terms give $2bR=-ze^{-zR}$. Hence

$$b=-\frac{z\,e^{-zR}}{2R},\qquad a=e^{-zR}\left(1+\frac{zR}{2}\right).$$

The theorem is an equivalence: these coefficients match, and no others do. A matched $\varphi$ therefore always exists, and `Matched` is never an empty assumption when $R>0$. In the forward direction, `mul_left_cancel₀` removes the power of $R$, `add_left_cancel` removes the common slope term, and `linear_combination` solves the two linear equations.

```lean
/-- For a matching radius `R > 0`, matching in value and slope fixes both coefficients of the
pseudo function, and these coefficients do match. -/
theorem matched_iff (hR : 0 < R) :
    Matched l z R a b ↔ a = Real.exp (-z * R) * (1 + z * R / 2) ∧
      b = -(z * Real.exp (-z * R)) / (2 * R) := by
  have hp : R ^ (l + 1) ≠ 0 := pow_ne_zero _ hR.ne'
  have h2R : 2 * R ≠ 0 := by positivity
  unfold Matched
  rw [(hasDerivAt_pseudo l a b R).deriv, (hasDerivAt_allElectron l z R).deriv,
    eq_div_iff h2R]
  simp only [pseudo, allElectron]
  constructor
  · rintro ⟨h1, h2⟩
    have h3 := mul_left_cancel₀ hp h1
    rw [h3] at h2
    have h5 := mul_left_cancel₀ hp (add_left_cancel h2)
    exact ⟨by linear_combination h3 - R / 2 * h5, by linear_combination h5⟩
  · rintro ⟨ha, hb⟩
    have h5 : 2 * b * R = -z * Real.exp (-z * R) := by linear_combination hb
    have h3 : a + b * R ^ 2 = Real.exp (-z * R) := by
      linear_combination ha + R / 2 * h5
    exact ⟨by rw [h3], by rw [h3, h5]⟩
```

## The pseudo function stays below the orbital

Take $z,R>0$ and $0<r<R$. Inserting the coefficients gives

$$a+br^2=e^{-zR}\left[1+\frac z2\left(R-\frac{r^2}{R}\right)\right].$$

The bracket is positive because $r^2/R<R$, so $\varphi(r)>0$. For the upper bound, $(R-r)^2>0$ gives $2r-R<r^2/R$, that is, $R-r^2/R<2(R-r)$. Therefore

$$1+\frac z2\left(R-\frac{r^2}{R}\right)<1+z(R-r)\le e^{z(R-r)}.$$

Multiplying by $r^{l+1}e^{-zR}$ yields $\varphi(r)<u(r)$.

In the proof, `hg` is the bracket formula, `hq1` and `hq2` are the two bounds on $r^2/R$, and `hexp` is the inequality $1+x\le e^x$. The last two lines multiply by the positive factors.

```lean
/-- For `z, R > 0`, the matched pseudo function is positive and lies strictly below the all-electron
function at every radius `r` with `0 < r < R`. -/
theorem pseudo_pos_and_lt (hz : 0 < z) (hR : 0 < R) (h : Matched l z R a b)
    {r : ℝ} (hr : r ∈ Set.Ioo 0 R) :
    0 < pseudo l a b r ∧ pseudo l a b r < allElectron l z r := by
  obtain ⟨ha, hb⟩ := (matched_iff hR).1 h
  obtain ⟨h0, h1⟩ := hr
  have hE := Real.exp_pos (-z * R)
  have hg : a + b * r ^ 2 = Real.exp (-z * R) * (1 + z * (R - r ^ 2 / R) / 2) := by
    rw [ha, hb]; ring
  have hq1 : r ^ 2 / R < R := by rw [div_lt_iff₀ hR]; nlinarith
  have hq2 : 2 * r - R < r ^ 2 / R := by
    rw [lt_div_iff₀ hR]; nlinarith [mul_pos (sub_pos.2 h1) (sub_pos.2 h1)]
  have hs : 0 < z * (R - r ^ 2 / R) := mul_pos hz (sub_pos.2 hq1)
  have ht : z * (R - r ^ 2 / R) < z * (2 * (R - r)) :=
    mul_lt_mul_of_pos_left (by linarith) hz
  -- the exponential lies above its tangent line at the matching radius
  have hx : Real.exp (-z * r) = Real.exp (-z * R) * Real.exp (z * (R - r)) := by
    rw [← Real.exp_add]; congr 1; ring
  have hexp := Real.add_one_le_exp (z * (R - r))
  unfold pseudo allElectron
  rw [hg, hx]
  exact ⟨mul_pos (pow_pos h0 _) (mul_pos hE (by linarith)),
    mul_lt_mul_of_pos_left (mul_lt_mul_of_pos_left (by linarith) hE) (pow_pos h0 _)⟩
```

## The full norm as a factorial

For $z>0$, squaring $u$ gives a Gamma integral:

$$N=\int_0^\infty r^{2l+2}e^{-2zr}\,dr=\frac{\Gamma(2l+3)}{(2z)^{2l+3}}=\frac{(2l+2)!}{(2z)^{2l+3}}.$$

Mathlib's integral formula uses real exponents. The proof converts them to natural ones and then shows that the integrand equals $u^2$ on the positive half-line.

```lean
/-- For `z > 0`, the full norm of the all-electron function is `(2l+2)! / (2z)^(2l+3)`. -/
theorem fullNorm_eq (hz : 0 < z) :
    fullNorm l z = (Nat.factorial (2 * l + 2) : ℝ) / (2 * z) ^ (2 * l + 3) := by
  have h : ∫ t in Set.Ioi (0 : ℝ),
      t ^ ((((2 * l + 2 : ℕ) : ℝ) + 1) - 1) * Real.exp (-((2 * z) * t)) =
      (1 / (2 * z)) ^ (((2 * l + 2 : ℕ) : ℝ) + 1)
        * Real.Gamma (((2 * l + 2 : ℕ) : ℝ) + 1) :=
    Real.integral_rpow_mul_exp_neg_mul_Ioi (by positivity) (by positivity)
  have hc : ((2 * l + 2 : ℕ) : ℝ) + 1 = ((2 * l + 3 : ℕ) : ℝ) := by push_cast; ring
  rw [Real.Gamma_nat_eq_factorial, add_sub_cancel_right, hc, Real.rpow_natCast,
    one_div, inv_pow] at h
  rw [div_eq_mul_inv, mul_comm, ← h]
  refine setIntegral_congr_fun measurableSet_Ioi fun t _ => ?_
  have he : Real.exp (-z * t) ^ 2 = Real.exp (-((2 * z) * t)) := by
    rw [← Real.exp_nat_mul]; congr 1; push_cast; ring
  have hp : (l + 1) * 2 = 2 * l + 2 := by ring
  simp only [allElectron]
  rw [mul_pow, he, ← pow_mul, hp, Real.rpow_natCast]
```

## The deficit lies between zero and the full norm

Since $0<\varphi<u$ on $(0,R)$, the integrand $u^2-\varphi^2$ is positive there, and so is $D$. For the other bound,

$$D=\int_0^R u^2\,dr-\int_0^R\varphi^2\,dr<\int_0^R u^2\,dr\le N.$$

The theorem states $0<D<N$ for all $z,R>0$, every $l$ and every matched pair $a,b$. This particular $\varphi$ can thus never conserve the norm. The statement says nothing about smooth forms with more coefficients, which have freedom left to satisfy a norm condition.

In the proof, `h1` compares the core integral with the full one, `h2` is the positivity of $\int_0^R\varphi^2\,dr$, and `hsub` splits the deficit. Integrability of $u^2$ follows by contradiction: Mathlib assigns the value zero to the integral of a non-integrable function, whereas $N$ is already known to be positive.

```lean
/-- For `z, R > 0` and a pseudo function matched in value and slope at `R`, the norm deficit
is positive and smaller than the full norm of the all-electron function. -/
theorem normDeficit_pos_and_lt (hz : 0 < z) (hR : 0 < R) (h : Matched l z R a b) :
    0 < normDeficit l z R a b ∧ normDeficit l z R a b < fullNorm l z := by
  have hu : Continuous (allElectron l z) :=
    continuous_iff_continuousAt.2 fun r => (hasDerivAt_allElectron l z r).continuousAt
  have hv : Continuous (pseudo l a b) :=
    continuous_iff_continuousAt.2 fun r => (hasDerivAt_pseudo l a b r).continuousAt
  have hlt := fun r (hr : r ∈ Set.Ioo 0 R) => pseudo_pos_and_lt hz hR h hr
  constructor
  · exact intervalIntegral.intervalIntegral_pos_of_pos_on
      (((hu.pow 2).sub (hv.pow 2)).intervalIntegrable 0 R)
      (fun r hr => sub_pos.2 (pow_lt_pow_left₀ (hlt r hr).2 (hlt r hr).1.le two_ne_zero)) hR
  · have hN : 0 < fullNorm l z := by rw [fullNorm_eq hz]; positivity
    have hint : IntegrableOn (fun r => allElectron l z r ^ 2) (Set.Ioi 0) := by
      by_contra hn
      have h0 : fullNorm l z = 0 := integral_undef hn
      exact hN.ne' h0
    -- the core region holds at most the full norm
    have h1 : ∫ r in (0 : ℝ)..R, allElectron l z r ^ 2 ≤ fullNorm l z := by
      rw [intervalIntegral.integral_of_le hR.le]
      exact setIntegral_mono_set hint (Filter.Eventually.of_forall fun r => sq_nonneg _)
        (LE.le.eventuallyLE Set.Ioc_subset_Ioi_self)
    have h2 : 0 < ∫ r in (0 : ℝ)..R, pseudo l a b r ^ 2 :=
      intervalIntegral.intervalIntegral_pos_of_pos_on ((hv.pow 2).intervalIntegrable 0 R)
        (fun r hr => pow_pos (hlt r hr).1 2) hR
    have hsub : normDeficit l z R a b = (∫ r in (0 : ℝ)..R, allElectron l z r ^ 2)
        - ∫ r in (0 : ℝ)..R, pseudo l a b r ^ 2 :=
      intervalIntegral.integral_sub ((hu.pow 2).intervalIntegrable 0 R)
        ((hv.pow 2).intervalIntegrable 0 R)
    rw [hsub]
    linarith
```

A small case shows the sizes involved. Take $l=0$, $z=1$, $R=1$. Then $a=3/(2e)$ and $b=-1/(2e)$, so $\varphi=r(3-r^2)/(2e)$. At $r=1/2$ this is about $0.253$, below $u\approx0.303$. The two core integrals are

$$\int_0^1 r^2e^{-2r}\,dr=\frac14-\frac54e^{-2},\qquad
\int_0^1\varphi^2\,dr=\frac{e^{-2}}4\left(3-\frac65+\frac17\right)=\frac{17}{35}e^{-2}.$$

Their difference is $D=\frac14-\frac{243}{140}e^{-2}\approx0.0151$. With $N=2!/2^3=1/4$, the normalised deficit is about 6%.

## A compact 3d orbital matched far out in its tail loses almost all its norm

Now take $l=2$, $z=5$, $R=2$. These are chosen values in atomic units, not ones derived from an atom: they describe a compact orbital, with its maximum at $r=(l+1)/z=0.6$, and a matching radius far out in its tail. Because $\varphi$ is tied to the small value of $u$ at $R$, it is small throughout the core.

Here $N=6!/10^7=7.2\cdot10^{-5}$, and matching gives $a=6e^{-10}$ and $b=-\tfrac54e^{-10}$. Thus

$$\varphi^2=e^{-20}\left(36r^6-15r^8+\tfrac{25}{16}r^{10}\right).$$

Its integral from $0$ to $r$ is $e^{-20}Q(r)$, with

$$Q(r)=\tfrac{36}{7}r^7-\tfrac53r^9+\tfrac{25}{176}r^{11}.$$

Repeated integration by parts gives $-e^{-10r}P(r)$ as an antiderivative of $u^2=r^6e^{-10r}$, where $P$ is the polynomial

$$P(r)=\tfrac{r^6}{10}+\tfrac{6r^5}{100}+\tfrac{3r^4}{100}+\tfrac{12r^3}{1000}+\tfrac{36r^2}{10^4}+\tfrac{72r}{10^5}+\tfrac{72}{10^6}.$$

Since $P(0)=N$ and $Q(0)=0$,

$$\frac DN=1-\frac{e^{-20}\,[P(2)+Q(2)]}{N},\qquad P(2)+Q(2)\approx8.91+95.86=104.77.$$

From $e>2.7$ one gets $e^{20}>2\cdot10^8$, hence $e^{-20}<5\cdot10^{-9}$. The subtracted term is then below $0.0073$, which gives $D/N>0.99$. The upper bound $D/N<1$ is the general inequality $D<N$.

The proof checks the antiderivative by differentiation in `hG`, applies the fundamental theorem of calculus in `hI`, and bounds the exponential in `hbig` and `hsmall`. The closing `norm_num` and `linarith` do the remaining arithmetic.

```lean
/-- For `l = 2`, `z = 5`, `R = 2` and matching in value and slope, the norm deficit divided by
the full norm of the all-electron function lies between 0.99 and 1. -/
theorem deficit_3d (h : Matched 2 5 2 a b) :
    0.99 < normDeficit 2 5 2 a b / fullNorm 2 5 ∧
      normDeficit 2 5 2 a b / fullNorm 2 5 < 1 := by
  have hN : fullNorm 2 5 = 720 / 10 ^ 7 := by
    rw [fullNorm_eq (by norm_num)]; norm_num [Nat.factorial]
  have hpos : 0 < fullNorm 2 5 := by rw [hN]; norm_num
  refine ⟨?_, (div_lt_one hpos).2 (normDeficit_pos_and_lt (by norm_num) (by norm_num) h).2⟩
  obtain ⟨ha, hb⟩ := (matched_iff (by norm_num)).1 h
  -- an explicit antiderivative of the deficit density
  have hG : ∀ x : ℝ, HasDerivAt (fun y : ℝ => -(Real.exp (-10 * y) *
      (1 / 10 * y ^ 6 + 6 / 100 * y ^ 5 + 3 / 100 * y ^ 4 + 12 / 1000 * y ^ 3
        + 36 / 10000 * y ^ 2 + 72 / 100000 * y ^ 1 + 72 / 1000000 * y ^ 0))
      - Real.exp (-5 * 2) ^ 2 * (36 / 7 * y ^ 7 + -(5 / 3) * y ^ 9 + 25 / 176 * y ^ 11))
      (allElectron 2 5 x ^ 2 - pseudo 2 a b x ^ 2) x := by
    intro x
    have m := fun (n : ℕ) (c : ℝ) => (hasDerivAt_pow n x).const_mul c
    have hE : HasDerivAt (fun y : ℝ => Real.exp (-10 * y)) (-10 * Real.exp (-10 * x)) x :=
      ((hasDerivAt_id' x).const_mul (-10)).exp.congr_deriv (by ring)
    have hP := ((((((m 6 (1 / 10)).add (m 5 (6 / 100))).add (m 4 (3 / 100))).add
      (m 3 (12 / 1000))).add (m 2 (36 / 10000))).add (m 1 (72 / 100000))).add
      (m 0 (72 / 1000000))
    have hQ := ((m 7 (36 / 7)).add (m 9 (-(5 / 3)))).add (m 11 (25 / 176))
    have he : Real.exp (-10 * x) = Real.exp (-5 * x) ^ 2 := by
      rw [← Real.exp_nat_mul]; congr 1; push_cast; ring
    refine ((hE.mul hP).neg.sub (hQ.const_mul (Real.exp (-5 * 2) ^ 2))).congr_deriv ?_
    simp only [allElectron, pseudo, Pi.add_apply]
    rw [ha, hb, he]
    push_cast
    ring
  have hc : Continuous fun r => allElectron 2 5 r ^ 2 - pseudo 2 a b r ^ 2 := by
    unfold allElectron pseudo; fun_prop
  have hI := intervalIntegral.integral_eq_sub_of_hasDerivAt (a := 0) (b := 2)
    (fun x _ => hG x) (hc.intervalIntegrable 0 2)
  have h10 : Real.exp (-10 * 2) = Real.exp (-20) := by norm_num
  have h00 : Real.exp (-10 * 0) = 1 := by simp
  have h52 : Real.exp (-5 * 2) ^ 2 = Real.exp (-20) := by
    rw [← Real.exp_nat_mul]; norm_num
  simp only [h10, h00, h52] at hI
  -- the numerical bound on the exponential at the matching radius
  have hbig : (200000000 : ℝ) < Real.exp 20 := by
    calc (200000000 : ℝ) < 2.7 ^ 20 := by norm_num
      _ ≤ Real.exp 1 ^ 20 :=
        pow_le_pow_left₀ (by norm_num) (by linarith [Real.exp_one_gt_d9]) 20
      _ = Real.exp 20 := by rw [← Real.exp_nat_mul]; norm_num
  have hsmall : Real.exp (-20) < 1 / 200000000 := by
    rw [Real.exp_neg, ← one_div]
    exact one_div_lt_one_div_of_lt (by norm_num) hbig
  rw [lt_div_iff₀ hpos, hN]
  unfold normDeficit
  rw [hI]
  norm_num
  linarith

end

end UltrasoftNormDeficit
```

In an ultrasoft calculation built on the single-exponential orbital with $l=2$, $z=5$ and its $\varphi$ matched at $R=2$, the augmentation term would have to supply more than 99% of the orbital's norm. The theorems concern only the radial functions: no pseudopotential, augmentation charge or overlap operator is constructed, and nothing is proved about plane-wave convergence.

```lean
#print axioms UltrasoftNormDeficit.normDeficit_pos_and_lt
-- 'UltrasoftNormDeficit.normDeficit_pos_and_lt' depends on axioms: [propext, Classical.choice, Quot.sound]
#print axioms UltrasoftNormDeficit.deficit_3d
-- 'UltrasoftNormDeficit.deficit_3d' depends on axioms: [propext, Classical.choice, Quot.sound]
```
